# Self-adjointness of a two-body fermion operator with antisymmetric coefficients

To ask when a two-body interaction between fermions,

H(w) = Σ_pqrs w_pqrs c_p c_q a_s a_r,

is self-adjoint, one must first choose what the operators are. Here the annihilation operators a_p are elements of an abstract complex algebra with an adjoint operation `star`, the physicist's dagger, and c_p = a_p† is the creation operator. No Fock space is built: it is enough that there are finitely many modes, that they obey the anticommutation relations, and that 1 ≠ 0 in the algebra. If w is antisymmetric in its first two and in its last two indices, H(w) is self-adjoint exactly when w_rspq = conj(w_pqrs) for all indices.

## Modes, coefficients and brackets

In Lean 4 with Mathlib:

```lean
import Mathlib

open ComplexConjugate

namespace TwoBodyHermiticity

noncomputable section

/-- The canonical anticommutation relations for annihilation operators `a p`, whose creation
operators are the adjoints `star (a p)`. -/
structure IsCAR {ι A : Type*} [DecidableEq ι] [Ring A] [StarRing A] (a : ι → A) : Prop where
  anti : ∀ p q, a p * a q + a q * a p = 0
  mixed : ∀ p q, a p * star (a q) + star (a q) * a p = if p = q then 1 else 0
```

`ι` is the type of mode labels and `A` the algebra. A proof `h : IsCAR a` supplies

{a_p, a_q} = 0,  {a_p, c_q} = δ_pq 1.

These relations stand for Fermi statistics in an orthonormal set of spin orbitals. The relation {c_p, c_q} = 0 follows by taking adjoints.

```lean
/-- The antisymmetrised coefficients `w_pqrs - w_pqsr - w_qprs + w_qpsr`. -/
def antisym {ι : Type*} (w : ι → ι → ι → ι → ℂ) (p q r s : ι) : ℂ :=
  w p q r s - w p q s r - w q p r s + w q p s r
```

This array, written W_pqrs below, is antisymmetrised over both pairs without a normalising factor.

```lean
/-- The Kronecker delta with complex values. -/
def delta {ι : Type*} [DecidableEq ι] (p q : ι) : ℂ := if p = q then 1 else 0
```

`delta p q` is δ_pq as a complex number.

```lean
variable {ι A : Type*} [Ring A] [Algebra ℂ A]

/-- The commutator `[x, ·]` as a linear map. -/
def comm (x : A) : A →ₗ[ℂ] A := LinearMap.mulLeft ℂ x - LinearMap.mulRight ℂ x
```

`comm x` is the linear map y ↦ xy − yx. The type `A →ₗ[ℂ] A` records its linearity.

```lean
/-- The anticommutator `{x, ·}` as a linear map. -/
def acomm (x : A) : A →ₗ[ℂ] A := LinearMap.mulLeft ℂ x + LinearMap.mulRight ℂ x
```

`acomm x` is likewise y ↦ xy + yx.

```lean
variable [StarRing A]

/-- The nested bracket `{c_r, [c_s, {a_q, [a_p, ·]}]}`, with `c = star a`. -/
def probe (a : ι → A) (p q r s : ι) : A →ₗ[ℂ] A :=
  acomm (star (a r)) ∘ₗ comm (star (a s)) ∘ₗ acomm (a q) ∘ₗ comm (a p)
```

`probe` composes four brackets, with the rightmost acting first:

X ↦ {c_r, [c_s, {a_q, [a_p, X]}]}.

It will extract a coefficient from H(w).

```lean
variable [Fintype ι]

/-- The two-body operator `∑ w_pqrs c_p c_q a_s a_r`, with `c = star a`. -/
def twoBody (a : ι → A) (w : ι → ι → ι → ι → ℂ) : A :=
  ∑ p, ∑ q, ∑ r, ∑ s, w p q r s • (star (a p) * star (a q) * a s * a r)
```

This is H(w), with finitely many modes (`Fintype ι`); `•` multiplies an operator by a number. The index order is that of the physicists' integrals ⟨pq|rs⟩, and any prefactor such as 1/2 is absorbed into w.

## The adjoint and the coefficients

```lean
/-- The adjoint of a two-body operator is the two-body operator with coefficients
`conj (w_rspq)`. -/
theorem star_twoBody [StarModule ℂ A] (a : ι → A) (w : ι → ι → ι → ι → ℂ) :
    star (twoBody a w) = twoBody a (fun p q r s => conj (w r s p q)) := by
  -- exchange the pair of creation indices with the pair of annihilation indices
  have swap : ∀ F : ι → ι → ι → ι → A,
      ∑ p, ∑ q, ∑ r, ∑ s, F p q r s = ∑ p, ∑ q, ∑ r, ∑ s, F r s p q := by
    intro F
    have h := Finset.sum_comm (s := Finset.univ) (t := Finset.univ)
      (f := fun (x y : ι × ι) => F x.1 x.2 y.1 y.2)
    simpa only [Fintype.sum_prod_type] using h
  simp only [twoBody, star_sum, star_smul, star_mul, star_star]
  refine (swap _).trans ?_
  simp only [mul_assoc, starRingEnd_apply]
```

The adjoint reverses products and conjugates numbers; `StarModule ℂ A` provides the conjugation. Hence

H(w)† = Σ conj(w_pqrs) c_r c_s a_q a_p = Σ conj(w_rspq) c_p c_q a_s a_r,

where the second step renames p ↔ r and q ↔ s. The local fact `swap` is that renaming. No anticommutation relation is used, so w_rspq = conj(w_pqrs) is always sufficient for self-adjointness. The converse needs more work, because different arrays can give the same operator.

```lean
variable [DecidableEq ι] {a : ι → A}

omit [Fintype ι] in
/-- For CAR modes, the nested bracket turns a two-body monomial `c_p c_q a_s a_r` into a multiple of
the identity. The coefficient is a product of two antisymmetrised Kronecker-delta expressions. -/
theorem probe_monomial (h : IsCAR a) (t u x y p q r s : ι) :
    probe a t u x y (star (a p) * star (a q) * a s * a r) =
      ((delta t p * delta u q - delta t q * delta u p) *
        (delta s y * delta r x - delta r y * delta s x)) • (1 : A) := by
  have hm : ∀ i j, a i * star (a j) + star (a j) * a i = delta i j • (1 : A) := by
    intro i j
    rw [h.mixed, delta]
    split_ifs <;> simp
  -- each bracket removes one operator from the monomial
  have s1 : comm (a t) (star (a p) * star (a q) * a s * a r) =
      delta t p • (star (a q) * a s * a r) - delta t q • (star (a p) * a s * a r) := by
    calc _ = (a t * star (a p) + star (a p) * a t) * star (a q) * a s * a r
          - star (a p) * (a t * star (a q) + star (a q) * a t) * a s * a r
          + star (a p) * star (a q) * (a t * a s + a s * a t) * a r
          - star (a p) * star (a q) * a s * (a t * a r + a r * a t) := by
          simp only [comm, LinearMap.sub_apply, LinearMap.mulLeft_apply,
            LinearMap.mulRight_apply]
          noncomm_ring
      _ = _ := by
          simp only [hm, h.anti, smul_mul_assoc, mul_smul_comm, one_mul, mul_one, mul_zero,
            zero_mul, add_zero, sub_zero]
  have s2 : ∀ j, acomm (a u) (star (a j) * a s * a r) = delta u j • (a s * a r) := by
    intro j
    calc _ = (a u * star (a j) + star (a j) * a u) * a s * a r
          - star (a j) * (a u * a s + a s * a u) * a r
          + star (a j) * a s * (a u * a r + a r * a u) := by
          simp only [acomm, LinearMap.add_apply, LinearMap.mulLeft_apply,
            LinearMap.mulRight_apply]
          noncomm_ring
      _ = _ := by
          simp only [hm, h.anti, smul_mul_assoc, one_mul, mul_zero,
            zero_mul, add_zero, sub_zero]
  have s3 : comm (star (a y)) (a s * a r) = delta s y • a r - delta r y • a s := by
    calc _ = (a s * star (a y) + star (a y) * a s) * a r
          - a s * (a r * star (a y) + star (a y) * a r) := by
          simp only [comm, LinearMap.sub_apply, LinearMap.mulLeft_apply,
            LinearMap.mulRight_apply]
          noncomm_ring
      _ = _ := by
          simp only [hm, smul_mul_assoc, mul_smul_comm, one_mul, mul_one]
  have s4 : ∀ j, acomm (star (a x)) (a j) = delta j x • (1 : A) := by
    intro j
    rw [← hm, add_comm]
    rfl
  simp only [probe, LinearMap.comp_apply, s1, s2, s3, s4, map_sub, map_smul]
  module
```

Moving a_t through the monomial gives

[a_t, c_p c_q a_s a_r] = {a_t, c_p} c_q a_s a_r − c_p {a_t, c_q} a_s a_r + c_p c_q {a_t, a_s} a_r − c_p c_q a_s {a_t, a_r}
= δ_tp c_q a_s a_r − δ_tq c_p a_s a_r.

The remaining brackets each remove one more operator:

{a_u, c_j a_s a_r} = δ_uj a_s a_r,
[c_y, a_s a_r] = δ_sy a_r − δ_ry a_s,
{c_x, a_j} = δ_jx 1.

Together they leave

(δ_tp δ_uq − δ_tq δ_up)(δ_sy δ_rx − δ_ry δ_sx) 1.

The facts `s1` to `s4` are these four lines. In the first three, `noncomm_ring` checks the expansion into anticommutators without reordering factors, and `simp only` inserts their values.

```lean
/-- For CAR modes, the nested bracket reads off the antisymmetrised coefficient of a two-body
operator: `{c_r, [c_s, {a_q, [a_p, H]}]}` is that coefficient times the identity. -/
theorem probe_twoBody (h : IsCAR a) (w : ι → ι → ι → ι → ℂ) (t u x y : ι) :
    probe a t u x y (twoBody a w) = antisym w t u x y • (1 : A) := by
  have k1 : ∀ (i : ι) (f : ι → ℂ), ∑ j, delta i j * f j = f i := by
    intro i f
    simp [delta]
  have k2 : ∀ (i : ι) (f : ι → ℂ), ∑ j, delta j i * f j = f i := by
    intro i f
    simp [delta]
  have e : ∀ p q r s, w p q r s * ((delta t p * delta u q - delta t q * delta u p) *
      (delta s y * delta r x - delta r y * delta s x)) =
      delta t p * (delta u q * (delta r x * (delta s y * w p q r s)))
      - delta t p * (delta u q * (delta r y * (delta s x * w p q r s)))
      - delta u p * (delta t q * (delta r x * (delta s y * w p q r s)))
      + delta u p * (delta t q * (delta r y * (delta s x * w p q r s))) := by
    intro p q r s
    ring
  simp only [twoBody, map_sum, map_smul, probe_monomial h, smul_smul, ← Finset.sum_smul]
  congr 1
  -- the deltas collapse the four sums
  simp only [e, Finset.sum_add_distrib, Finset.sum_sub_distrib, ← Finset.mul_sum, k1, k2,
    antisym]
```

By linearity, multiply the last expression by w_pqrs and sum. The deltas select four entries:

w_tuxy − w_tuyx − w_utxy + w_utyx = W_tuxy.

So the nested bracket of H(w) is W_tuxy times the identity. In the proof, `e` expands the product of deltas, and `k1` and `k2` carry out the sums.

```lean
/-- For CAR modes, antisymmetrising the coefficients multiplies the two-body operator by four. -/
theorem twoBody_antisym (h : IsCAR a) (w : ι → ι → ι → ι → ℂ) :
    twoBody a (antisym w) = (4 : ℂ) • twoBody a w := by
  have hc : ∀ p q, star (a q) * star (a p) = -(star (a p) * star (a q)) := by
    intro p q
    have e := congrArg star (h.anti p q)
    simp only [star_add, star_mul, star_zero] at e
    exact eq_neg_of_add_eq_zero_left e
  -- exchanging two creation or two annihilation indices changes the sign
  have s1 : ∀ v : ι → ι → ι → ι → ℂ,
      twoBody a (fun p q r s => v q p r s) = -twoBody a v := by
    intro v
    simp only [twoBody, ← Finset.sum_neg_distrib]
    refine Finset.sum_comm.trans ?_
    refine Finset.sum_congr rfl fun p _ => Finset.sum_congr rfl fun q _ =>
      Finset.sum_congr rfl fun r _ => Finset.sum_congr rfl fun s _ => ?_
    rw [hc p q, neg_mul, neg_mul, smul_neg]
  have s2 : ∀ v : ι → ι → ι → ι → ℂ,
      twoBody a (fun p q r s => v p q s r) = -twoBody a v := by
    intro v
    simp only [twoBody, ← Finset.sum_neg_distrib]
    refine Finset.sum_congr rfl fun p _ => Finset.sum_congr rfl fun q _ => ?_
    refine Finset.sum_comm.trans ?_
    refine Finset.sum_congr rfl fun r _ => Finset.sum_congr rfl fun s _ => ?_
    rw [mul_assoc _ (a r) (a s), eq_neg_of_add_eq_zero_left (h.anti r s), mul_neg, smul_neg,
      ← mul_assoc]
  have s3 : twoBody a (fun p q r s => w q p s r) = twoBody a w :=
    (s1 (fun p q r s => w p q s r)).trans (by rw [s2 w, neg_neg])
  have e : twoBody a (antisym w) = twoBody a w - twoBody a (fun p q r s => w p q s r)
      - twoBody a (fun p q r s => w q p r s) + twoBody a (fun p q r s => w q p s r) := by
    simp only [twoBody, antisym, sub_smul, add_smul, Finset.sum_sub_distrib,
      Finset.sum_add_distrib]
  rw [e, s1 w, s2 w, s3]
  module
```

Renaming p ↔ q and using c_q c_p = −c_p c_q gives

Σ w_qprs c_p c_q a_s a_r = Σ w_pqrs c_q c_p a_s a_r = −H(w).

Exchanging r and s also gives −H(w), and both exchanges together give +H(w). The four terms of W, with their signs, therefore add up to H(W) = 4H(w). The facts `s1`, `s2` and `s3` are the three exchanges.

```lean
/-- In a nontrivial algebra with CAR modes, two coefficient arrays define the same two-body
operator exactly when their antisymmetrised forms agree. -/
theorem twoBody_eq_iff [Nontrivial A] (h : IsCAR a) (w v : ι → ι → ι → ι → ℂ) :
    twoBody a w = twoBody a v ↔ antisym w = antisym v := by
  constructor
  · intro e
    funext p q r s
    have e' := congrArg (probe a p q r s) e
    rw [probe_twoBody h, probe_twoBody h] at e'
    apply (algebraMap ℂ A).injective
    simpa only [Algebra.algebraMap_eq_smul_one] using e'
  · intro e
    have e4 : (4 : ℂ) • twoBody a w = (4 : ℂ) • twoBody a v := by
      rw [← twoBody_antisym h, ← twoBody_antisym h, e]
    have e1 := congrArg (fun z : A => (1 / 4 : ℂ) • z) e4
    simpa [smul_smul] using e1
```

If H(w) = H(v), applying `probe` to both sides gives W_pqrs 1 = V_pqrs 1, where V is the antisymmetrised form of v. `Nontrivial A` means 1 ≠ 0, so the numbers agree. Conversely, W = V gives 4H(w) = 4H(v), and dividing by 4 finishes the argument.

## The two criteria

```lean
/-- In a nontrivial star-algebra with CAR modes, a two-body operator with arbitrary coefficients
is self-adjoint exactly when its antisymmetrised coefficients are Hermitian. -/
theorem isSelfAdjoint_iff_antisym [StarModule ℂ A] [Nontrivial A] (h : IsCAR a)
    (w : ι → ι → ι → ι → ℂ) :
    IsSelfAdjoint (twoBody a w) ↔
      ∀ p q r s, antisym w r s p q = conj (antisym w p q r s) := by
  have key : ∀ p q r s, antisym (fun p q r s => conj (w r s p q)) r s p q =
      conj (antisym w p q r s) := by
    intro p q r s
    simp only [antisym, map_add, map_sub]
    ring
  rw [isSelfAdjoint_iff, star_twoBody, twoBody_eq_iff h]
  constructor
  · intro e p q r s
    rw [← key p q r s, e]
  · intro e
    funext r s p q
    exact (key p q r s).trans (e p q r s).symm
```

This version allows any w, including plain two-electron integrals. Put v_pqrs = conj(w_rspq), so that H(w)† = H(v). Antisymmetrising v gives

V_rspq = conj(w_pqrs − w_qprs − w_pqsr + w_qpsr) = conj(W_pqrs),

which is the fact `key`. By the previous theorem, H(w)† = H(w) exactly when V = W, that is, when W_rspq = conj(W_pqrs) for all indices.

```lean
/-- In a nontrivial star-algebra with CAR modes, let `w` be antisymmetric in its first two and in
its last two indices. Then `∑ w_pqrs c_p c_q a_s a_r` is self-adjoint exactly when
`w_rspq = conj (w_pqrs)` for all indices. -/
theorem isSelfAdjoint_twoBody_iff [StarModule ℂ A] [Nontrivial A] (h : IsCAR a)
    (w : ι → ι → ι → ι → ℂ) (hpq : ∀ p q r s, w q p r s = -w p q r s)
    (hrs : ∀ p q r s, w p q s r = -w p q r s) :
    IsSelfAdjoint (twoBody a w) ↔ ∀ p q r s, w r s p q = conj (w p q r s) := by
  have h4 : ∀ p q r s, antisym w p q r s = 4 * w p q r s := by
    intro p q r s
    unfold antisym
    linear_combination -2 * hrs p q r s - hpq p q r s + hpq p q s r
  have c4 : conj (4 : ℂ) = 4 := map_ofNat _ 4
  rw [isSelfAdjoint_iff_antisym h]
  constructor
  · intro e p q r s
    have e' := e p q r s
    rw [h4 r s p q, h4 p q r s, map_mul, c4] at e'
    exact mul_left_cancel₀ (by norm_num) e'
  · intro e p q r s
    rw [h4 r s p q, h4 p q r s, map_mul, c4, e p q r s]
```

The hypotheses `hpq` and `hrs` are w_qprs = −w_pqrs and w_pqsr = −w_pqrs. All four terms of W are then equal, so W_pqrs = 4w_pqrs; this is `h4`, checked by `linear_combination`. The general criterion becomes

4w_rspq = conj(4w_pqrs) = 4 conj(w_pqrs),

and the factor 4 cancels.

In electronic-structure work this is an index condition on an antisymmetrised two-electron tensor, for a finite orthonormal spin-orbital basis and for the two-body term alone. The step left to the user is to show that the physical interaction, restricted to that basis, has the coefficients w.

```lean
/-- Antisymmetry cannot be dropped: for two distinct modes `p`, `q` of a nontrivial CAR
star-algebra, the array whose only nonzero entry is `w_ppqq = 1` gives a self-adjoint operator,
yet `w_qqpp` differs from `conj (w_ppqq)`. -/
theorem antisymmetry_needed [StarModule ℂ A] [Nontrivial A] (h : IsCAR a) {p q : ι}
    (hne : p ≠ q) (w : ι → ι → ι → ι → ℂ)
    (hw : w = fun i j k l => if i = p ∧ j = p ∧ k = q ∧ l = q then 1 else 0) :
    IsSelfAdjoint (twoBody a w) ∧ w q q p p ≠ conj (w p p q q) := by
  have h0 : ∀ i j k l, antisym w i j k l = 0 := by
    intro i j k l
    rw [hw]
    unfold antisym
    by_cases h1 : i = p <;> by_cases h2 : j = p <;> by_cases h3 : k = q <;>
      by_cases h4 : l = q <;> simp [h1, h2, h3, h4]
  constructor
  · rw [isSelfAdjoint_iff_antisym h]
    intro i j k l
    rw [h0, h0, map_zero]
  · rw [hw]
    simp [hne, hne.symm]
```

For distinct modes p and q, let w_ppqq = 1 be the only nonzero entry. Then H(w) = c_p c_p a_q a_q = 0, because a_q² = 0. Zero is self-adjoint, yet w_qqpp = 0 while conj(w_ppqq) = 1. The simple criterion therefore fails for unrestricted arrays. This array violates both antisymmetries, so it does not settle what happens when only one is given up. The proof checks that W vanishes by splitting into cases on the indices.

## Two modes as matrices

```lean
/-- The Jordan–Wigner matrices of two fermionic modes. -/
def jordanWigner : Fin 2 → Matrix (Fin 4) (Fin 4) ℂ :=
  ![!![0, 0, 1, 0; 0, 0, 0, 1; 0, 0, 0, 0; 0, 0, 0, 0],
    !![0, 1, 0, 0; 0, 0, 0, 0; 0, 0, 0, -1; 0, 0, 0, 0]]
```

In the basis |n_0 n_1⟩, ordered 00, 01, 10, 11, these matrices annihilate a fermion in mode 0 and in mode 1. The entry −1 is the Jordan–Wigner sign for passing an occupied mode 0.

```lean
/-- The two Jordan–Wigner matrices satisfy the canonical anticommutation relations. -/
theorem isCAR_witness : IsCAR jordanWigner := by
  constructor <;> intro p q <;> fin_cases p <;> fin_cases q <;> ext i j <;>
    fin_cases i <;> fin_cases j <;>
    simp only [Matrix.add_apply, Matrix.mul_apply, Fin.sum_univ_four,
      Matrix.star_eq_conjTranspose, Matrix.conjTranspose_apply] <;>
    simp [jordanWigner]

end

end TwoBodyHermiticity
```

The assumed relations thus have a concrete realisation. `fin_cases` runs through all mode pairs and matrix entries, and `simp` evaluates each one.

Two modes are also the smallest case with a nonzero antisymmetric w; with one mode, w_0000 = −w_0000 forces H(w) = 0. For two modes everything is fixed by g = w_0101, and

H(w) = 4g c_0 c_1 a_1 a_0 = 4g n_0 n_1,  n_p = c_p a_p.

The criterion then says that g is real: the interaction energy 4g of the state with one fermion in each mode must be a real number.

```lean
#print axioms TwoBodyHermiticity.isSelfAdjoint_iff_antisym
#print axioms TwoBodyHermiticity.isSelfAdjoint_twoBody_iff
#print axioms TwoBodyHermiticity.antisymmetry_needed
```

```
'TwoBodyHermiticity.isSelfAdjoint_iff_antisym' depends on axioms: [propext, Classical.choice, Quot.sound]
'TwoBodyHermiticity.isSelfAdjoint_twoBody_iff' depends on axioms: [propext, Classical.choice, Quot.sound]
'TwoBodyHermiticity.antisymmetry_needed' depends on axioms: [propext, Classical.choice, Quot.sound]
```
